# Finite mixtures of product states of two spins 1/2 have ⟨S₁·S₂⟩ ≥ −1/4

A code that has computed a density matrix $\rho$ for two spins 1/2 can evaluate $\langle \mathbf S_1\cdot\mathbf S_2\rangle=\mathrm{tr}(\rho\,\mathbf S_1\cdot\mathbf S_2)$ and compare it with $-1/4$, in units of $\hbar^2$. A lower value shows that $\rho$ is not a finite convex mixture of product states, so the two spins are entangled. The singlet, at $-3/4$, is such a case.

The test rests on the first of three values derived here for a single product state $u\otimes v$ of unit spinors $u,v\in\mathbb C^2$. With $\langle u,v\rangle=\bar u_0v_0+\bar u_1v_1$ and total spin $\mathbf S=\mathbf S_1+\mathbf S_2$,

$$\langle\mathbf S_1\cdot\mathbf S_2\rangle=-\tfrac14+\tfrac12|\langle u,v\rangle|^2,\qquad \langle \mathbf S^2\rangle=1+|\langle u,v\rangle|^2,$$

and the weight of the singlet in $u\otimes v$ is $\tfrac12(1-|\langle u,v\rangle|^2)$.

## Product trial states for a two-spin Heisenberg model

For the two-site Hamiltonian $J\,\mathbf S_1\cdot\mathbf S_2$ with $J>0$, a variational code restricted to product states can reach $-J/4$ at best, while the singlet has energy $-3J/4$. The best product states have orthogonal spinors, for example $|{\uparrow\downarrow}\rangle$. They have $\langle\mathbf S^2\rangle=1$ and singlet weight $1/2$, so in this two-spin model a converged product state with $\langle\mathbf S^2\rangle=1$ is an equal-weight superposition of singlet and triplet, and not an eigenstate of $\mathbf S^2$.

## From spin exchange to the bound

Let index 0 mean up and 1 mean down, and write a two-spin state as amplitudes $\psi_{ij}$. The $z$ term of $\mathbf S_1\cdot\mathbf S_2$ multiplies parallel configurations by $1/4$ and antiparallel ones by $-1/4$. The $x$ and $y$ terms together annihilate parallel configurations and swap antiparallel ones with factor $1/2$. Both cases are contained in

$$(\mathbf S_1\cdot\mathbf S_2\,\psi)_{ij}=\tfrac12\psi_{ji}-\tfrac14\psi_{ij}.$$

For $\psi_{ij}=u_iv_j$ the squared norm is $\sum_i|u_i|^2\sum_j|v_j|^2=1$, and the exchange term gives

$$\sum_{ij}\bar u_i\bar v_j\,u_jv_i=\langle u,v\rangle\langle v,u\rangle=|\langle u,v\rangle|^2.$$

This yields the value of $\langle\mathbf S_1\cdot\mathbf S_2\rangle$.

Each spin component $S_a$ satisfies $S_a^2=1/4$, so

$$(S_a\otimes1+1\otimes S_a)^2=\tfrac12+2\,S_a\otimes S_a.$$

Summing over the three components gives $\mathbf S^2=\tfrac32+2\,\mathbf S_1\cdot\mathbf S_2$, and hence $\langle\mathbf S^2\rangle=\tfrac32-\tfrac12+|\langle u,v\rangle|^2$.

The overlap of $u\otimes v$ with the singlet $(|{\uparrow\downarrow}\rangle-|{\downarrow\uparrow}\rangle)/\sqrt2$ is $(u_0v_1-u_1v_0)/\sqrt2$. When the squares below are expanded, the cross terms cancel, which leaves Lagrange's identity:

$$|u_0v_1-u_1v_0|^2+|\bar u_0v_0+\bar u_1v_1|^2=(|u_0|^2+|u_1|^2)(|v_0|^2+|v_1|^2)=1.$$

Half of the first term is the singlet weight.

Now let $\rho=\sum_kp_k|u_kv_k\rangle\langle u_kv_k|$, with $p_k\ge0$, $\sum_kp_k=1$ and unit spinors $u_k,v_k$. Linearity of the trace gives

$$\mathrm{tr}(\rho\,\mathbf S_1\cdot\mathbf S_2)=-\tfrac14+\tfrac12\sum_kp_k|\langle u_k,v_k\rangle|^2\ge-\tfrac14.$$

A sum of non-negative terms vanishes only if every term does, so equality holds exactly when $\langle u_k,v_k\rangle=0$ for every $k$ with $p_k\ne0$. The singlet changes sign under exchange, so its value is $-\tfrac12-\tfrac14=-\tfrac34$, and its density matrix cannot be such a mixture.

## The Lean file

```lean
import Mathlib

open Matrix
open scoped Kronecker

namespace ProductStateSinglet

noncomputable section

/-- The three spin-1/2 matrices, in units of ħ. -/
def spin : Fin 3 → Matrix (Fin 2) (Fin 2) ℂ :=
  ![!![0, 1/2; 1/2, 0], !![0, -Complex.I/2; Complex.I/2, 0], !![1/2, 0; 0, -1/2]]

/-- The scalar product S₁·S₂ of two spins 1/2. -/
def spinDot : Matrix (Fin 2 × Fin 2) (Fin 2 × Fin 2) ℂ :=
  ∑ a, spin a ⊗ₖ spin a

/-- The square S² of the total spin S₁ + S₂. -/
def totalSpinSq : Matrix (Fin 2 × Fin 2) (Fin 2 × Fin 2) ℂ :=
  ∑ a, (spin a ⊗ₖ (1 : Matrix (Fin 2) (Fin 2) ℂ) +
    (1 : Matrix (Fin 2) (Fin 2) ℂ) ⊗ₖ spin a) ^ 2

/-- The product state of the spinors u and v. -/
def product (u v : Fin 2 → ℂ) : Fin 2 × Fin 2 → ℂ := fun s => u s.1 * v s.2

/-- The singlet state (|↑↓⟩ - |↓↑⟩)/√2. -/
def singlet : Fin 2 × Fin 2 → ℂ
  | (0, 0) => 0
  | (0, 1) => (((√2)⁻¹ : ℝ) : ℂ)
  | (1, 0) => -(((√2)⁻¹ : ℝ) : ℂ)
  | (1, 1) => 0

/-- The expression ⟨ψ|A|ψ⟩ for a two-spin vector ψ. -/
def expect (A : Matrix (Fin 2 × Fin 2) (Fin 2 × Fin 2) ℂ) (ψ : Fin 2 × Fin 2 → ℂ) : ℂ :=
  star ψ ⬝ᵥ A *ᵥ ψ

/-- The operator |ψ⟩⟨ψ|. -/
def pureState (ψ : Fin 2 × Fin 2 → ℂ) : Matrix (Fin 2 × Fin 2) (Fin 2 × Fin 2) ℂ :=
  vecMulVec ψ (star ψ)

/-- The sum of the operators |uₖvₖ⟩⟨uₖvₖ| with weights pₖ. -/
def productMixture {ι : Type*} [Fintype ι] (p : ι → ℝ) (u v : ι → Fin 2 → ℂ) :
    Matrix (Fin 2 × Fin 2) (Fin 2 × Fin 2) ℂ :=
  ∑ k, (p k : ℂ) • pureState (product (u k) (v k))

/-- S₁·S₂ acts as one half of the exchange of the two spins minus one quarter of the identity. -/
theorem spinDot_mulVec (ψ : Fin 2 × Fin 2 → ℂ) (i j : Fin 2) :
    (spinDot *ᵥ ψ) (i, j) = ψ (j, i) / 2 - ψ (i, j) / 4 := by
  have hI := Complex.I_mul_I
  fin_cases i <;> fin_cases j <;>
    simp [spinDot, spin, Matrix.mulVec, dotProduct, Fintype.sum_prod_type,
      Fin.sum_univ_succ, Matrix.add_apply, Matrix.kroneckerMap_apply] <;>
    grind

/-- The square of the total spin is S² = 3/2 + 2 S₁·S₂. -/
theorem totalSpinSq_eq : totalSpinSq = (3/2 : ℂ) • 1 + (2 : ℂ) • spinDot := by
  -- each spin component squares to 1/4
  have hsq : ∀ a, spin a * spin a = (1/4 : ℂ) • (1 : Matrix (Fin 2) (Fin 2) ℂ) := by
    have hI := Complex.I_mul_I
    intro a
    ext i j
    fin_cases a <;> fin_cases i <;> fin_cases j <;>
      simp [spin, Matrix.mul_apply, Fin.sum_univ_succ] <;> grind
  have hterm : ∀ a, (spin a ⊗ₖ (1 : Matrix (Fin 2) (Fin 2) ℂ) +
      (1 : Matrix (Fin 2) (Fin 2) ℂ) ⊗ₖ spin a) ^ 2 =
      (1/2 : ℂ) • 1 + (2 : ℂ) • (spin a ⊗ₖ spin a) := by
    intro a
    simp only [sq, add_mul, mul_add, ← Matrix.mul_kronecker_mul, mul_one, one_mul, hsq,
      Matrix.smul_kronecker, Matrix.kronecker_smul, Matrix.one_kronecker_one]
    module
  simp only [totalSpinSq, spinDot, hterm, Fin.sum_univ_three]
  module

/-- For unit spinors, the product state has ⟨S₁·S₂⟩ = -1/4 + |⟨u,v⟩|²/2. -/
theorem product_spinDot {u v : Fin 2 → ℂ} (hu : star u ⬝ᵥ u = 1) (hv : star v ⬝ᵥ v = 1) :
    expect spinDot (product u v) = ((-1/4 + ‖star u ⬝ᵥ v‖ ^ 2 / 2 : ℝ) : ℂ) := by
  push_cast
  rw [← Complex.mul_conj']
  simp only [dotProduct, Fin.sum_univ_two, Pi.star_apply, Complex.star_def] at hu hv
  simp only [expect, dotProduct, Fintype.sum_prod_type, spinDot_mulVec, Fin.sum_univ_two,
    product, Pi.star_apply, Complex.star_def, map_mul, map_add, Complex.conj_conj]
  linear_combination
    (-1/4) * (starRingEnd ℂ (v 0) * v 0 + starRingEnd ℂ (v 1) * v 1) * hu + (-1/4) * hv

/-- For unit spinors, the product state has ⟨S²⟩ = 1 + |⟨u,v⟩|². -/
theorem product_totalSpinSq {u v : Fin 2 → ℂ} (hu : star u ⬝ᵥ u = 1)
    (hv : star v ⬝ᵥ v = 1) :
    expect totalSpinSq (product u v) = ((1 + ‖star u ⬝ᵥ v‖ ^ 2 : ℝ) : ℂ) := by
  have hE := product_spinDot hu hv
  -- the product state is normalised
  have hn : star (product u v) ⬝ᵥ product u v = 1 := by
    simp only [dotProduct, Fin.sum_univ_two, Pi.star_apply, Complex.star_def] at hu hv
    simp only [dotProduct, Fintype.sum_prod_type, Fin.sum_univ_two, product, Pi.star_apply,
      Complex.star_def, map_mul]
    linear_combination (starRingEnd ℂ (v 0) * v 0 + starRingEnd ℂ (v 1) * v 1) * hu + hv
  rw [expect] at hE ⊢
  rw [totalSpinSq_eq, Matrix.add_mulVec, Matrix.smul_mulVec, Matrix.smul_mulVec,
    Matrix.one_mulVec, dotProduct_add, dotProduct_smul, dotProduct_smul, hn, hE]
  simp only [smul_eq_mul]
  push_cast
  ring

/-- For unit spinors, the product state has singlet weight (1 - |⟨u,v⟩|²)/2. -/
theorem product_singletWeight {u v : Fin 2 → ℂ} (hu : star u ⬝ᵥ u = 1)
    (hv : star v ⬝ᵥ v = 1) :
    ‖star singlet ⬝ᵥ product u v‖ ^ 2 = (1 - ‖star u ⬝ᵥ v‖ ^ 2) / 2 := by
  have hamp : star singlet ⬝ᵥ product u v =
      (((√2)⁻¹ : ℝ) : ℂ) * (u 0 * v 1 - u 1 * v 0) := by
    simp only [dotProduct, Fintype.sum_prod_type, Fin.sum_univ_two, product, singlet,
      Pi.star_apply, Complex.star_def, map_neg, map_zero, Complex.conj_ofReal]
    ring
  -- Lagrange's identity for two unit spinors
  have hL : ((‖u 0 * v 1 - u 1 * v 0‖ ^ 2 + ‖star u ⬝ᵥ v‖ ^ 2 : ℝ) : ℂ) = 1 := by
    push_cast
    rw [← Complex.mul_conj', ← Complex.mul_conj']
    simp only [dotProduct, Fin.sum_univ_two, Pi.star_apply, Complex.star_def] at hu hv
    simp only [dotProduct, Fin.sum_univ_two, Pi.star_apply, Complex.star_def, map_sub,
      map_add, map_mul, Complex.conj_conj]
    linear_combination (starRingEnd ℂ (v 0) * v 0 + starRingEnd ℂ (v 1) * v 1) * hu + hv
  have hR : ‖u 0 * v 1 - u 1 * v 0‖ ^ 2 + ‖star u ⬝ᵥ v‖ ^ 2 = 1 := by exact_mod_cast hL
  rw [hamp, norm_mul, mul_pow, Complex.norm_real, Real.norm_eq_abs, sq_abs, inv_pow,
    Real.sq_sqrt (by norm_num)]
  linarith

/-- The trace of |ψ⟩⟨ψ|A is ⟨ψ|A|ψ⟩. -/
theorem trace_pureState (A : Matrix (Fin 2 × Fin 2) (Fin 2 × Fin 2) ℂ)
    (ψ : Fin 2 × Fin 2 → ℂ) : trace (pureState ψ * A) = expect A ψ := by
  rw [pureState, expect, Matrix.vecMulVec_mul, Matrix.trace_vecMulVec, dotProduct_comm,
    ← Matrix.dotProduct_mulVec]

/-- In a mixture of product states, ⟨S₁·S₂⟩ is -1/4 plus half the mean of |⟨uₖ,vₖ⟩|². -/
theorem mixture_spinDot {ι : Type*} [Fintype ι] {p : ι → ℝ} {u v : ι → Fin 2 → ℂ}
    (hp : ∑ k, p k = 1) (hu : ∀ k, star (u k) ⬝ᵥ u k = 1) (hv : ∀ k, star (v k) ⬝ᵥ v k = 1) :
    trace (productMixture p u v * spinDot) =
      ((-1/4 + (∑ k, p k * ‖star (u k) ⬝ᵥ v k‖ ^ 2) / 2 : ℝ) : ℂ) := by
  calc trace (productMixture p u v * spinDot)
      = ∑ k, ((p k * (-1/4 + ‖star (u k) ⬝ᵥ v k‖ ^ 2 / 2) : ℝ) : ℂ) := by
        rw [productMixture, Finset.sum_mul, Matrix.trace_sum]
        refine Finset.sum_congr rfl fun k _ => ?_
        rw [smul_mul_assoc, Matrix.trace_smul, trace_pureState,
          product_spinDot (hu k) (hv k), smul_eq_mul, Complex.ofReal_mul]
    _ = _ := by
        rw [← Complex.ofReal_sum]
        congr 1
        simp only [mul_add, Finset.sum_add_distrib, ← Finset.sum_mul, hp, Finset.sum_div,
          mul_div_assoc, one_mul]

/-- Every convex mixture of product states has ⟨S₁·S₂⟩ ≥ -1/4, with equality exactly when
the two spinors are orthogonal in each component of non-zero weight. -/
theorem mixture_bound {ι : Type*} [Fintype ι] {p : ι → ℝ} {u v : ι → Fin 2 → ℂ}
    (h0 : ∀ k, 0 ≤ p k) (hp : ∑ k, p k = 1)
    (hu : ∀ k, star (u k) ⬝ᵥ u k = 1) (hv : ∀ k, star (v k) ⬝ᵥ v k = 1) :
    -1/4 ≤ (trace (productMixture p u v * spinDot)).re ∧
      ((trace (productMixture p u v * spinDot)).re = -1/4 ↔
        ∀ k, p k ≠ 0 → star (u k) ⬝ᵥ v k = 0) := by
  have hk : ∀ k ∈ Finset.univ, 0 ≤ p k * ‖star (u k) ⬝ᵥ v k‖ ^ 2 :=
    fun k _ => mul_nonneg (h0 k) (sq_nonneg _)
  have hs := Finset.sum_nonneg hk
  rw [mixture_spinDot hp hu hv, Complex.ofReal_re]
  refine ⟨by linarith, ?_, ?_⟩
  · intro h k hpk
    -- a vanishing sum of non-negative terms vanishes term by term
    have hz := (Finset.sum_eq_zero_iff_of_nonneg hk).mp (by linarith) k (Finset.mem_univ k)
    exact norm_eq_zero.mp (pow_eq_zero_iff (two_ne_zero) |>.mp
      ((mul_eq_zero.mp hz).resolve_left hpk))
  · intro h
    have hz : ∑ k, p k * ‖star (u k) ⬝ᵥ v k‖ ^ 2 = 0 := by
      refine Finset.sum_eq_zero fun k _ => ?_
      by_cases hpk : p k = 0
      · rw [hpk, zero_mul]
      · rw [h k hpk, norm_zero]
        ring
    rw [hz]
    norm_num

/-- The singlet has ⟨S₁·S₂⟩ = -3/4. -/
theorem singlet_spinDot : expect spinDot singlet = -3/4 := by
  have h : (((√2)⁻¹ : ℝ) : ℂ) * (((√2)⁻¹ : ℝ) : ℂ) = 1/2 := by
    rw [← Complex.ofReal_mul, ← mul_inv, Real.mul_self_sqrt (by norm_num)]
    norm_num
  simp only [expect, dotProduct, Fintype.sum_prod_type, spinDot_mulVec, Fin.sum_univ_two,
    singlet, Pi.star_apply, Complex.star_def, map_neg, map_zero, Complex.conj_ofReal]
  linear_combination (-3/2) * h

/-- The singlet density matrix is not a convex mixture of product states. -/
theorem singlet_ne_mixture {ι : Type*} [Fintype ι] {p : ι → ℝ} {u v : ι → Fin 2 → ℂ}
    (h0 : ∀ k, 0 ≤ p k) (hp : ∑ k, p k = 1)
    (hu : ∀ k, star (u k) ⬝ᵥ u k = 1) (hv : ∀ k, star (v k) ⬝ᵥ v k = 1) :
    pureState singlet ≠ productMixture p u v := by
  intro h
  have hb := (mixture_bound h0 hp hu hv).1
  rw [← h, trace_pureState, singlet_spinDot] at hb
  norm_num at hb

end

end ProductStateSinglet
```

```lean
#print axioms ProductStateSinglet.product_totalSpinSq
#print axioms ProductStateSinglet.product_singletWeight
#print axioms ProductStateSinglet.mixture_bound
#print axioms ProductStateSinglet.singlet_ne_mixture
```

```
'ProductStateSinglet.product_totalSpinSq' depends on axioms: [propext, Classical.choice, Quot.sound]
'ProductStateSinglet.product_singletWeight' depends on axioms: [propext, Classical.choice, Quot.sound]
'ProductStateSinglet.mixture_bound' depends on axioms: [propext, Classical.choice, Quot.sound]
'ProductStateSinglet.singlet_ne_mixture' depends on axioms: [propext, Classical.choice, Quot.sound]
```

## How the Lean statements correspond to the spins

`spin` lists the $x$, $y$ and $z$ matrices in units of $\hbar$. `spinDot` and `totalSpinSq` are the operators $\mathbf S_1\cdot\mathbf S_2$ and $\mathbf S^2$, built with Kronecker products, and a two-spin state is a function on `Fin 2 × Fin 2`. The inner product $\langle u,v\rangle$ is `star u ⬝ᵥ v`, conjugate-linear in $u$, and the hypothesis `star u ⬝ᵥ u = 1` says that $u$ is normalised.

`expect` does not divide by the norm, and `productMixture` does not itself require weights that are non-negative or sum to one. The theorems supply these conditions where they need them. A code must likewise use a density matrix of unit trace before comparing with $-1/4$.

`product_spinDot`, `product_totalSpinSq` and `product_singletWeight` state the three product-state values. `mixture_spinDot` gives the exact trace for a mixture and shows that it is real. `mixture_bound` gives the inequality and the equality case for its real part, and `singlet_ne_mixture` excludes, for the singlet, every finite choice of unit spinors and of non-negative weights that sum to one.

## How the proof follows the derivation

`spinDot_mulVec` checks the exchange formula on all four components. `totalSpinSq_eq` first proves that each spin component squares to $1/4$, then expands the square of each total component. In `product_spinDot`, the squared modulus is written as a number times its conjugate. What remains is a polynomial identity, which `linear_combination` closes with the two normalisation conditions. In `product_singletWeight`, `hamp` is the singlet amplitude and `hL` is Lagrange's identity.

`trace_pureState` turns the trace with $|\psi\rangle\langle\psi|$ into an expectation value, and `mixture_spinDot` sums these values. For the equality case, `mixture_bound` uses `Finset.sum_eq_zero_iff_of_nonneg`, the term-by-term argument above. `singlet_ne_mixture` assumes that the singlet is a mixture and obtains the contradiction $-1/4\le-3/4$.

## What a value above −1/4 leaves open

The test works in one direction only. The triplet state $(|{\uparrow\downarrow}\rangle+|{\downarrow\uparrow}\rangle)/\sqrt2$ is entangled, yet it has $\langle\mathbf S_1\cdot\mathbf S_2\rangle=+1/4$; this example is an addition to the formal proof.

The theorems concern exactly two spins 1/2, treated as distinguishable, and finite mixtures. They include neither spatial orbitals nor the antisymmetry of a many-electron wavefunction. They also assume exact arithmetic, so a computed value counts as a violation only if it lies below $-1/4$ by more than its numerical or statistical error.
